# The exchange fitted to two random classical spins is a weighted mean of the local exchange

Take two classical spins, unit vectors $S_1$ and $S_2$, with $c=S_1\cdot S_2$ and pair energy $f(c)=c^3$. The local exchange, the slope $f'(c)=3c^2$, runs from 0 to 3. Fit a line $a+Jc$ with $c$ uniform on $[-1,1]$. By symmetry $a=0$, and the mean squared error is

$$\tfrac12\int_{-1}^{1}(c^3-Jc)^2\,dc=\tfrac17-\tfrac{2J}{5}+\tfrac{J^2}{3},$$

smallest at $J=3/5$. Averaging the slope with weight $\tfrac34(1-c^2)$ gives the same number: $\tfrac94\left(\tfrac23-\tfrac25\right)=\tfrac35$. This agreement holds for every continuously differentiable $f$.

## The energy and the fit

```lean
import Mathlib

open MeasureTheory Set

namespace RandomSpinExchangeFit

noncomputable section
```

The physics enters through a function `f : ℝ → ℝ`, of which only the values on $[-1,1]$ matter. Uniform $c$ is the sampling rule assumed here. It stands for independent spin directions, uniform on the sphere: a ring of height $dc$ on the unit sphere has area $2\pi\,dc$, whatever $c$ is.

```lean
/-- Mean squared misfit between the pair energy `f c` and the line `a + J c`, for
`c = S₁ · S₂` uniform on `[-1, 1]`. -/
def misfit (f : ℝ → ℝ) (a J : ℝ) : ℝ :=
  (1 / 2) * ∫ c in (-1 : ℝ)..1, (f c - (a + J * c)) ^ 2
```

This is $\tfrac12\int_{-1}^1 (f(c)-a-Jc)^2dc$. The sign convention is $E=a+Jc$, so positive $J$ favours antiparallel spins.

```lean
/-- The line `a + J c` is a least-squares fit: no other line has a smaller misfit. -/
def IsBestLine (f : ℝ → ℝ) (a J : ℝ) : Prop :=
  ∀ b K : ℝ, misfit f a J ≤ misfit f b K
```

`IsBestLine f a J` is a statement about $a$ and $J$: for all (`∀`) $b$ and $K$, the line $b+Kc$ does no better.

```lean
/-- Average pair energy under uniform `c`. -/
def meanEnergy (f : ℝ → ℝ) : ℝ := (1 / 2) * ∫ c in (-1 : ℝ)..1, f c
```

The mean energy is $a_0=\tfrac12\int_{-1}^1 f\,dc$.

```lean
/-- First moment of the pair energy, divided by the variance `1/3` of uniform `c`. -/
def momentExchange (f : ℝ → ℝ) : ℝ := (3 / 2) * ∫ c in (-1 : ℝ)..1, c * f c
```

The normalised first moment is $J_0=\tfrac32\int_{-1}^1 c f\,dc$. That these two numbers give the best line is proved below.

## Completing the squares

```lean
/-- Integral over `[-1, 1]` of a polynomial of degree at most four in `c`. -/
theorem integral_quartic (p₀ p₁ p₂ p₃ p₄ : ℝ) :
    ∫ c in (-1 : ℝ)..1, (p₀ + p₁ * c + p₂ * c ^ 2 + p₃ * c ^ 3 + p₄ * c ^ 4)
      = 2 * p₀ + 2 * p₂ / 3 + 2 * p₄ / 5 := by
  have h : ∀ x : ℝ, HasDerivAt
      (fun c : ℝ => p₀ * c + p₁ / 2 * c ^ 2 + p₂ / 3 * c ^ 3 + p₃ / 4 * c ^ 4 + p₄ / 5 * c ^ 5)
      (p₀ + p₁ * x + p₂ * x ^ 2 + p₃ * x ^ 3 + p₄ * x ^ 4) x := by
    intro x
    have h1 := (hasDerivAt_id' x).const_mul p₀
    have h2 := (hasDerivAt_pow 2 x).const_mul (p₁ / 2)
    have h3 := (hasDerivAt_pow 3 x).const_mul (p₂ / 3)
    have h4 := (hasDerivAt_pow 4 x).const_mul (p₃ / 4)
    have h5 := (hasDerivAt_pow 5 x).const_mul (p₄ / 5)
    refine ((((h1.fun_add h2).fun_add h3).fun_add h4).fun_add h5).congr_deriv ?_
    simp only [Nat.cast_ofNat, Nat.reduceSub, pow_one]
    ring
  rw [intervalIntegral.integral_eq_sub_of_hasDerivAt (fun x _ => h x)
    (Continuous.intervalIntegrable (by fun_prop) _ _)]
  ring
```

Odd powers integrate to zero, and $1,c^2,c^4$ give $2,\tfrac23,\tfrac25$. Lean checks an antiderivative, `h`, and subtracts its end values; `ring` does the algebra.

```lean
/-- For a continuous pair energy, the misfit is a quadratic polynomial in the parameters
`a` and `J` of the line. -/
theorem misfit_expand {f : ℝ → ℝ} (hf : ContinuousOn f (Icc (-1) 1)) (a J : ℝ) :
    misfit f a J = (1 / 2) * (∫ c in (-1 : ℝ)..1, f c ^ 2) - a * (∫ c in (-1 : ℝ)..1, f c)
      - J * (∫ c in (-1 : ℝ)..1, c * f c) + a ^ 2 + J ^ 2 / 3 := by
  have hu : ContinuousOn f (uIcc (-1) 1) := by
    rwa [uIcc_of_le (by norm_num : (-1 : ℝ) ≤ 1)]
  have h0 : IntervalIntegrable (fun c => f c ^ 2) volume (-1) 1 := (hu.pow 2).intervalIntegrable
  have h1 : IntervalIntegrable (fun c => 2 * a * f c) volume (-1) 1 :=
    hu.intervalIntegrable.const_mul _
  have h2 : IntervalIntegrable (fun c => 2 * J * (c * f c)) volume (-1) 1 :=
    (continuousOn_id.mul hu).intervalIntegrable.const_mul _
  have h3 : IntervalIntegrable (fun c : ℝ => (a + J * c) ^ 2) volume (-1) 1 :=
    Continuous.intervalIntegrable (by fun_prop) _ _
  have h4 : IntervalIntegrable (fun c => f c ^ 2 - 2 * a * f c) volume (-1) 1 := h0.sub h1
  have h5 : IntervalIntegrable (fun c => f c ^ 2 - 2 * a * f c - 2 * J * (c * f c))
      volume (-1) 1 := h4.sub h2
  have hline : ∫ c in (-1 : ℝ)..1, (a + J * c) ^ 2 = 2 * a ^ 2 + 2 * J ^ 2 / 3 := by
    have e : ∫ c in (-1 : ℝ)..1, (a + J * c) ^ 2 = ∫ c in (-1 : ℝ)..1,
        (a ^ 2 + 2 * a * J * c + J ^ 2 * c ^ 2 + 0 * c ^ 3 + 0 * c ^ 4) := by
      congr 1; funext c; ring
    rw [e, integral_quartic]; ring
  have hsq : ∫ c in (-1 : ℝ)..1, (f c - (a + J * c)) ^ 2 = ∫ c in (-1 : ℝ)..1,
      (f c ^ 2 - 2 * a * f c - 2 * J * (c * f c) + (a + J * c) ^ 2) := by
    congr 1; funext c; ring
  rw [misfit, hsq, intervalIntegral.integral_add h5 h3, intervalIntegral.integral_sub h4 h2,
    intervalIntegral.integral_sub h0 h1, intervalIntegral.integral_const_mul,
    intervalIntegral.integral_const_mul, hline]
  ring
```

`ContinuousOn f (Icc (-1) 1)` says that $f$ is continuous on $[-1,1]$. Expanding the square gives

$$\tfrac12\int f^2-a\int f-J\int cf+a^2+\tfrac{J^2}{3}.$$

There is no $aJ$ term because $\int c\,dc=0$. Most of the code establishes integrability, which allows the integral to be split; `hline` supplies the last two terms.

```lean
/-- For a continuous pair energy, a line is a least-squares fit exactly when its constant is the
mean energy and its slope is the normalised first moment. -/
theorem isBestLine_iff {f : ℝ → ℝ} (hf : ContinuousOn f (Icc (-1) 1)) (a J : ℝ) :
    IsBestLine f a J ↔ a = meanEnergy f ∧ J = momentExchange f := by
  -- completing the squares around the optimum
  have key : ∀ b K : ℝ, misfit f b K = misfit f (meanEnergy f) (momentExchange f)
      + (b - meanEnergy f) ^ 2 + (K - momentExchange f) ^ 2 / 3 := by
    intro b K
    rw [misfit_expand hf, misfit_expand hf]
    simp only [meanEnergy, momentExchange]
    ring
  constructor
  · intro h
    have h1 := h (meanEnergy f) (momentExchange f)
    have h2 := key a J
    have h3 := sq_nonneg (a - meanEnergy f)
    have h4 := sq_nonneg (J - momentExchange f)
    have h5 : (a - meanEnergy f) ^ 2 = 0 := by linarith
    have h6 : (J - momentExchange f) ^ 2 = 0 := by linarith
    exact ⟨sub_eq_zero.mp (pow_eq_zero_iff two_ne_zero |>.mp h5),
      sub_eq_zero.mp (pow_eq_zero_iff two_ne_zero |>.mp h6)⟩
  · rintro ⟨rfl, rfl⟩ b K
    linarith [key b K, sq_nonneg (b - meanEnergy f), sq_nonneg (K - momentExchange f)]
```

The arrow `↔` means "exactly when". Completing the squares, which is `key`, gives

$$\text{misfit}(a,J)=\text{misfit}(a_0,J_0)+(a-a_0)^2+\tfrac13(J-J_0)^2.$$

A best line must therefore have both squares zero, and $(a_0,J_0)$ is a best line. `linarith` draws these conclusions from the inequalities.

## From the moment to the slope

```lean
/-- For a C¹ pair energy, the normalised first moment is the average of the local exchange `f'`
with weight `(3/4)(1 - c²)`. -/
theorem momentExchange_eq {f f' : ℝ → ℝ}
    (hf : ∀ c ∈ Icc (-1 : ℝ) 1, HasDerivWithinAt f (f' c) (Icc (-1) 1) c)
    (hf' : ContinuousOn f' (Icc (-1) 1)) :
    momentExchange f = (3 / 4) * ∫ c in (-1 : ℝ)..1, (1 - c ^ 2) * f' c := by
  have hle : (-1 : ℝ) ≤ 1 := by norm_num
  have hc : ContinuousOn f (Icc (-1) 1) := fun c h => (hf c h).continuousWithinAt
  have hw : ContinuousOn (fun c : ℝ => 1 - c ^ 2) (Icc (-1) 1) := by fun_prop
  have i1 : IntervalIntegrable (fun c => (1 - c ^ 2) * f' c) volume (-1) 1 :=
    (hw.mul hf').intervalIntegrable_of_Icc hle
  have i2 : IntervalIntegrable (fun c => 2 * (c * f c)) volume (-1) 1 :=
    ((continuousOn_id.mul hc).intervalIntegrable_of_Icc hle).const_mul _
  have i3 : IntervalIntegrable (fun c => (1 - c ^ 2) * f' c - 2 * (c * f c)) volume (-1) 1 :=
    i1.sub i2
  have hcont : ContinuousOn (fun c => (1 - c ^ 2) * f c) (Icc (-1) 1) := hw.mul hc
  have hder : ∀ x ∈ Ioo (-1 : ℝ) 1, HasDerivAt (fun c => (1 - c ^ 2) * f c)
      ((1 - x ^ 2) * f' x - 2 * (x * f x)) x := by
    intro x hx
    have hfx := (hf x (Ioo_subset_Icc_self hx)).hasDerivAt (Icc_mem_nhds hx.1 hx.2)
    refine (((hasDerivAt_pow 2 x).const_sub 1).fun_mul hfx).congr_deriv ?_
    simp only [Nat.cast_ofNat, Nat.reduceSub, pow_one]
    ring
  -- the boundary terms carry the factor 1 - c², which vanishes at both ends
  have key : ∫ c in (-1 : ℝ)..1, ((1 - c ^ 2) * f' c - 2 * (c * f c))
      = (1 - (1 : ℝ) ^ 2) * f 1 - (1 - (-1 : ℝ) ^ 2) * f (-1) :=
    intervalIntegral.integral_eq_sub_of_hasDerivAt_of_le hle hcont hder i3
  rw [intervalIntegral.integral_sub i1 i2, intervalIntegral.integral_const_mul] at key
  rw [momentExchange]
  linear_combination (-3 / 4) * key
```

In Lean `f'` is merely a name; hypothesis `hf` makes it the derivative of `f`, one-sided at $\pm1$, and `hf'` makes it continuous. By hand, integrate

$$\frac{d}{dc}\left[(1-c^2)f\right]=(1-c^2)f'-2cf.$$

The left side gives zero, since $1-c^2$ vanishes at both ends. Hence $\int cf=\tfrac12\int(1-c^2)f'$, and multiplying by $\tfrac32$ gives

$$J_0=\tfrac34\int_{-1}^1(1-c^2)f'(c)\,dc.$$

`key` is the integrated identity, and `linear_combination` rescales it.

```lean
/-- If a continuous local exchange `g` stays between `m` and `M` on `[-1, 1]`, so does its average
with weight `(3/4)(1 - c²)`; the average is below `M` if `g` is below `M` somewhere inside. -/
theorem weighted_bounds {g : ℝ → ℝ} (hg : ContinuousOn g (Icc (-1) 1)) {m M : ℝ}
    (hm : ∀ c ∈ Icc (-1 : ℝ) 1, m ≤ g c) (hM : ∀ c ∈ Icc (-1 : ℝ) 1, g c ≤ M) :
    m ≤ (3 / 4) * (∫ c in (-1 : ℝ)..1, (1 - c ^ 2) * g c) ∧
    (3 / 4) * (∫ c in (-1 : ℝ)..1, (1 - c ^ 2) * g c) ≤ M ∧
    ((∃ c ∈ Ioo (-1 : ℝ) 1, g c < M) →
      (3 / 4) * (∫ c in (-1 : ℝ)..1, (1 - c ^ 2) * g c) < M) := by
  have hle : (-1 : ℝ) ≤ 1 := by norm_num
  have hw : ContinuousOn (fun c : ℝ => 1 - c ^ 2) (Icc (-1) 1) := by fun_prop
  have ig : IntervalIntegrable (fun c => (1 - c ^ 2) * g c) volume (-1) 1 :=
    (hw.mul hg).intervalIntegrable_of_Icc hle
  have ik : ∀ k : ℝ, IntervalIntegrable (fun c : ℝ => (1 - c ^ 2) * k) volume (-1) 1 :=
    fun k => Continuous.intervalIntegrable (by fun_prop) _ _
  have hk : ∀ k : ℝ, ∫ c in (-1 : ℝ)..1, (1 - c ^ 2) * k = 4 / 3 * k := by
    intro k
    have e : ∫ c in (-1 : ℝ)..1, (1 - c ^ 2) * k = ∫ c in (-1 : ℝ)..1,
        (k + 0 * c + (-k) * c ^ 2 + 0 * c ^ 3 + 0 * c ^ 4) := by
      congr 1; funext c; ring
    rw [e, integral_quartic]; ring
  have hpos : ∀ c ∈ Icc (-1 : ℝ) 1, 0 ≤ 1 - c ^ 2 := fun c h => by nlinarith [h.1, h.2]
  have low := intervalIntegral.integral_mono_on hle (ik m) ig
    (fun c h => mul_le_mul_of_nonneg_left (hm c h) (hpos c h))
  have upp := intervalIntegral.integral_mono_on hle ig (ik M)
    (fun c h => mul_le_mul_of_nonneg_left (hM c h) (hpos c h))
  rw [hk] at low upp
  refine ⟨by linarith, by linarith, ?_⟩
  rintro ⟨x, hx, hxM⟩
  have hcont : ContinuousOn (fun c => (1 - c ^ 2) * M - (1 - c ^ 2) * g c) (Icc (-1) 1) :=
    (hw.mul continuousOn_const).sub (hw.mul hg)
  have gap : 0 < ∫ c in (-1 : ℝ)..1, ((1 - c ^ 2) * M - (1 - c ^ 2) * g c) := by
    refine intervalIntegral.integral_pos (by norm_num) hcont ?_ ⟨x, Ioo_subset_Icc_self hx, ?_⟩
    · intro c h
      have h' := Ioc_subset_Icc_self h
      exact sub_nonneg.mpr (mul_le_mul_of_nonneg_left (hM c h') (hpos c h'))
    · have hx0 : 0 < 1 - x ^ 2 := by nlinarith [hx.1, hx.2]
      exact sub_pos.mpr (mul_lt_mul_of_pos_left hxM hx0)
  rw [intervalIntegral.integral_sub (ik M) ig, hk] at gap
  linarith
```

The weight is non-negative and integrates to $\tfrac34\cdot\tfrac43=1$, so $m\le g\le M$ passes to the average. If $g<M$ at an interior point, then $(1-c^2)(M-g)$ is continuous, non-negative and somewhere positive. Its integral is positive (`gap`), and the average is strictly below $M$.

```lean
/-- For a C¹ pair energy and uniform `c`, the least-squares line exists and is unique, with slope
`J = (3/4) ∫ (1 - c²) f'(c) dc`; this `J` is the local exchange `f'` at some `c` in `[-1, 1]`. -/
theorem fitted_exchange {f f' : ℝ → ℝ}
    (hf : ∀ c ∈ Icc (-1 : ℝ) 1, HasDerivWithinAt f (f' c) (Icc (-1) 1) c)
    (hf' : ContinuousOn f' (Icc (-1) 1)) :
    (∀ a J : ℝ, IsBestLine f a J ↔
      a = meanEnergy f ∧ J = (3 / 4) * ∫ c in (-1 : ℝ)..1, (1 - c ^ 2) * f' c) ∧
    ∃ c ∈ Icc (-1 : ℝ) 1, f' c = (3 / 4) * ∫ x in (-1 : ℝ)..1, (1 - x ^ 2) * f' x := by
  constructor
  · intro a J
    rw [isBestLine_iff (fun c h => (hf c h).continuousWithinAt), momentExchange_eq hf hf']
  · -- the local exchange attains its extremes and every value between them
    have hne : (Icc (-1 : ℝ) 1).Nonempty := ⟨0, by norm_num, by norm_num⟩
    obtain ⟨x, hx, hmin⟩ := isCompact_Icc.exists_isMinOn hne hf'
    obtain ⟨y, hy, hmax⟩ := isCompact_Icc.exists_isMaxOn hne hf'
    have hb := weighted_bounds hf' (fun c h => hmin h) (fun c h => hmax h)
    exact isPreconnected_Icc.intermediate_value hx hy hf' ⟨hb.1, hb.2.1⟩
```

The first part joins `isBestLine_iff` and `momentExchange_eq`: the best line exists, is unique and has the stated slope. For the second, the continuous `f'` attains its minimum and maximum on $[-1,1]$. The average lies between them by `weighted_bounds`, so by the intermediate value theorem `f'` equals $J$ at some $c$, and $J$ lies between the smallest and largest local exchange.

For exchange constants fitted to computed energies of random spin configurations, this says which average of the slope the fit returns, in a model of one isolated pair whose energy depends only on $c$, sampled without noise or finite-sample error.

## Bilinear, biquadratic and bicubic terms

```lean
/-- For the energy `e₀ + J₁ c + B c² + K c³`, the least-squares line has constant `e₀ + B/3` and
exchange `J₁ + 3K/5`. -/
theorem bestLine_cubic (e₀ J₁ B K a J : ℝ) :
    IsBestLine (fun c => e₀ + J₁ * c + B * c ^ 2 + K * c ^ 3) a J ↔
      a = e₀ + B / 3 ∧ J = J₁ + 3 * K / 5 := by
  have h1 : meanEnergy (fun c => e₀ + J₁ * c + B * c ^ 2 + K * c ^ 3) = e₀ + B / 3 := by
    have e : ∫ c in (-1 : ℝ)..1, (e₀ + J₁ * c + B * c ^ 2 + K * c ^ 3) = ∫ c in (-1 : ℝ)..1,
        (e₀ + J₁ * c + B * c ^ 2 + K * c ^ 3 + 0 * c ^ 4) := by
      congr 1; funext c; ring
    rw [meanEnergy, e, integral_quartic]; ring
  have h2 : momentExchange (fun c => e₀ + J₁ * c + B * c ^ 2 + K * c ^ 3)
      = J₁ + 3 * K / 5 := by
    have e : ∫ c in (-1 : ℝ)..1, c * (e₀ + J₁ * c + B * c ^ 2 + K * c ^ 3)
        = ∫ c in (-1 : ℝ)..1, (0 + e₀ * c + J₁ * c ^ 2 + B * c ^ 3 + K * c ^ 4) := by
      congr 1; funext c; ring
    rw [momentExchange, e, integral_quartic]; ring
  rw [isBestLine_iff (by fun_prop), h1, h2]

end

end RandomSpinExchangeFit
```

The integrals are those of `integral_quartic`. The biquadratic term $B$ shifts only the constant. For $B=K=0$ the fit returns $J_1$ itself.

Take $e_0=0$, $J_1=-10$, $B=3$, $K=5$ in meV. Then $a=1$ and $J=-10+3=-7$. The local exchange $-10+6c+15c^2$ is $-10$ at $c=0$ and $+11$ for parallel spins, so the fitted value has the opposite sign to the slope at parallel alignment. It equals the local exchange at $c=(-1\pm\sqrt6)/5$, about $0.29$ and $-0.69$.

```lean
#print axioms RandomSpinExchangeFit.fitted_exchange
#print axioms RandomSpinExchangeFit.bestLine_cubic
```

```
'RandomSpinExchangeFit.fitted_exchange' depends on axioms: [propext, Classical.choice, Quot.sound]
'RandomSpinExchangeFit.bestLine_cubic' depends on axioms: [propext, Classical.choice, Quot.sound]
```
